# The energy of a fixed-width Gaussian in the field of a proton is bounded below along the axis of a uniform field exactly when that field is zero

One electron is described by a normalised s Gaussian of fixed exponent `a > 0`, centred at position `X` on the axis of a uniform field `F`, with a proton at the origin. Its energy in atomic units is the sum of the kinetic energy, the attraction to the proton (written with the Boys function of order zero) and the field term `F * X`. The theorem `bounded_below_iff` says that this energy, as a function of `X`, is bounded below if and only if `F = 0`. For a nonzero field, the proof takes a supposed lower bound `M` and picks a position where the kinetic and field terms add up to `M - 1`; the attraction can only lower the energy further, which contradicts the bound. For zero field, the energy at the proton serves as the lower bound, by the earlier lemma `unique_minimum`.

Lean 4 with Mathlib refuses this proof:

```lean
import Mathlib

open Set

namespace BoundedBelowIff

noncomputable section

/-- The Boys function of order `n`, the integral of `t^(2n) exp(-s t²)` over `0 ≤ t ≤ 1`. -/
def boys (n : ℕ) (s : ℝ) : ℝ :=
  ∫ t in (0 : ℝ)..1, t ^ (2 * n) * Real.exp (-s * t ^ 2)

/-- Energy (atomic units) of a normalized s Gaussian of exponent `a > 0` centred at position `X`
on the field axis, with a proton at the origin and a uniform field `F`: kinetic energy,
attraction to the proton, and field term. -/
def energy (a F X : ℝ) : ℝ :=
  3 * a / 2 - 2 * Real.sqrt (2 * a / Real.pi) * boys 0 (2 * a * X ^ 2) + F * X

/-- At zero argument the Boys function of order `n` equals `1/(2n+1)`. -/
theorem boys_at_zero (n : ℕ) : boys n 0 = 1 / (2 * (n : ℝ) + 1) := by
  simp [boys]

/-- For a positive argument the Boys function of order zero is strictly less than one. -/
theorem boys_lt_one {s : ℝ} (hs : 0 < s) : boys 0 s < 1 := by
  have h : boys 0 s < ∫ _t in (0 : ℝ)..1, (1 : ℝ) := by
    unfold boys
    apply intervalIntegral.integral_lt_integral_of_continuousOn_of_le_of_exists_lt one_pos
    · exact Continuous.continuousOn (by fun_prop)
    · exact continuousOn_const
    · intro t _
      have : -s * t ^ 2 ≤ 0 := by nlinarith [mul_nonneg hs.le (sq_nonneg t)]
      simpa using this
    · refine ⟨1, ⟨zero_le_one, le_rfl⟩, ?_⟩
      simpa using hs
  simpa using h

/-- Without a field, a Gaussian of exponent `a > 0` has strictly lower energy at the proton than
at any other position. -/
theorem unique_minimum {a X : ℝ} (ha : 0 < a) (hX : X ≠ 0) : energy a 0 0 < energy a 0 X := by
  have hs : 0 < Real.sqrt (2 * a / Real.pi) :=
    Real.sqrt_pos.mpr (div_pos (by linarith) Real.pi_pos)
  have hb : boys 0 (2 * a * X ^ 2) < 1 := boys_lt_one (by positivity)
  have e0 : energy a 0 0 = 3 * a / 2 - 2 * Real.sqrt (2 * a / Real.pi) := by
    simp [energy, boys_at_zero]
  rw [e0]
  unfold energy
  nlinarith [mul_pos hs (sub_pos.mpr hb)]

/-- For exponent `a > 0`, the energy as a function of position is bounded below exactly when
the field vanishes. -/
theorem bounded_below_iff {a : ℝ} (ha : 0 < a) (F : ℝ) :
    BddBelow (range (energy a F)) ↔ F = 0 := by
  constructor
  · rintro ⟨M, hM⟩
    by_contra hF
    -- the attraction only lowers the energy, so the linear field term wins
    have h : M ≤ energy a F ((M - 3 * a / 2 - 1) / F) := hM ⟨_, rfl⟩
    have hb : 0 ≤ boys 0 (2 * a * ((M - 3 * a / 2 - 1) / F) ^ 2) :=
      intervalIntegral.integral_nonneg zero_le_one fun t _ => by positivity
    have hx : F * ((M - 3 * a / 2 - 1) / F) = M - 3 * a / 2 - 1 := by field_simp
    unfold energy at h
    rw [hx] at h
    nlinarith [mul_nonneg (Real.sqrt_nonneg (2 * a / Real.pi)) hb]
  · rintro rfl
    refine ⟨energy a 0 0, ?_⟩
    rintro _ ⟨X, rfl⟩
    rcases eq_or_ne X 0 with rfl | h
    · exact le_rfl
    · exact (unique_minimum ha h).le

end

end BoundedBelowIff
```

Compiling this gives:

```
Main.lean:59:65: error: failed to prove positivity/nonnegativity/nonzeroness
```

What went wrong. The error comes from the step `hb`, which says that the Boys function is nonnegative. `intervalIntegral.integral_nonneg` reduces this to the integrand being nonnegative at each `t` in the interval from 0 to 1, and `positivity` could not prove that.

The obstacle is the factor `t ^ (2 * 0)`. It equals 1, but `positivity` does not simplify it. Its rule for even powers wants a numeral as exponent, and `2 * 0` is a product. It then needs the sign of `t` itself. That is available only inside the interval membership, which the attempt leaves unnamed as `_` and which `positivity` does not take apart.

The repair names the membership `ht` and takes `0 ≤ t` from it as `ht.1`. Then `pow_nonneg` handles the power, `Real.exp_pos` the exponential, and `mul_nonneg` their product. The explicit `unfold boys` and the move to separate tactic steps are mere tidying, since Lean had already seen through the definition when it reached `positivity`.

As a diff, the version that Lean accepts:

```diff
@@ -56,6 +56,9 @@
     -- the attraction only lowers the energy, so the linear field term wins
     have h : M ≤ energy a F ((M - 3 * a / 2 - 1) / F) := hM ⟨_, rfl⟩
-    have hb : 0 ≤ boys 0 (2 * a * ((M - 3 * a / 2 - 1) / F) ^ 2) :=
-      intervalIntegral.integral_nonneg zero_le_one fun t _ => by positivity
+    have hb : 0 ≤ boys 0 (2 * a * ((M - 3 * a / 2 - 1) / F) ^ 2) := by
+      unfold boys
+      apply intervalIntegral.integral_nonneg zero_le_one
+      intro t ht
+      exact mul_nonneg (pow_nonneg ht.1 _) (Real.exp_pos _).le
     have hx : F * ((M - 3 * a / 2 - 1) / F) = M - 3 * a / 2 - 1 := by field_simp
     unfold energy at h
```
